# Two charges q at height d above a perfect conductor repel with energy 2(qd)²/r³ at large separation r

If two adsorbed ions, each with charge q at height d above a metal, are treated as dipoles of moment 2qd (charge plus image) and given the vacuum dipole repulsion, their long-range energy comes out twice too large. The file below proves the right coefficient for point charges above an ideal conducting plane: in Gaussian units, r³ times the interaction energy tends to 2(qd)² as the lateral distance r grows.

```lean
import Mathlib

open Filter Topology

namespace AdsorbateImageRepulsion

noncomputable section

/-- Potential at lateral distance `r` and height `z` of a charge `q` at height `d` together with its
image `-q` at height `-d` (Gaussian units). The formula has this meaning at all points other than
the two charges. -/
def imagePotential (q d r z : ℝ) : ℝ :=
  q / √(r ^ 2 + (z - d) ^ 2) - q / √(r ^ 2 + (z + d) ^ 2)

/-- Interaction energy of charges `q₁`, `q₂` at heights `d₁`, `d₂` above a grounded plane, at
lateral distance `r > 0`: the first charge times the potential of the second and its image. -/
def pairEnergy (q₁ q₂ d₁ d₂ r : ℝ) : ℝ :=
  q₁ * imagePotential q₂ d₂ r d₁

/-- The potential of a charge and its image is odd under reflection in the plane. -/
theorem imagePotential_neg (q d r z : ℝ) :
    imagePotential q d r (-z) = -imagePotential q d r z := by
  unfold imagePotential
  rw [show (-z - d) ^ 2 = (z + d) ^ 2 by ring, show (-z + d) ^ 2 = (z - d) ^ 2 by ring]
  ring

/-- The potential of a charge and its image vanishes on the conductor plane. -/
theorem imagePotential_plane (q d r : ℝ) : imagePotential q d r 0 = 0 := by
  have h := imagePotential_neg q d r 0
  rw [neg_zero] at h
  linarith

/-- The interaction energy as a single fraction in the distances to the other charge and to
its image. -/
theorem pairEnergy_eq (q₁ q₂ d₁ d₂ : ℝ) {r : ℝ} (hr : 0 < r) :
    pairEnergy q₁ q₂ d₁ d₂ r = 4 * q₁ * q₂ * d₁ * d₂ /
      (√(r ^ 2 + (d₁ - d₂) ^ 2) * √(r ^ 2 + (d₁ + d₂) ^ 2) *
        (√(r ^ 2 + (d₁ - d₂) ^ 2) + √(r ^ 2 + (d₁ + d₂) ^ 2))) := by
  unfold pairEnergy imagePotential
  have hA0 : 0 < √(r ^ 2 + (d₁ - d₂) ^ 2) := Real.sqrt_pos.mpr (by positivity)
  have hB0 : 0 < √(r ^ 2 + (d₁ + d₂) ^ 2) := Real.sqrt_pos.mpr (by positivity)
  have hA : √(r ^ 2 + (d₁ - d₂) ^ 2) ^ 2 = r ^ 2 + (d₁ - d₂) ^ 2 :=
    Real.sq_sqrt (by positivity)
  have hB : √(r ^ 2 + (d₁ + d₂) ^ 2) ^ 2 = r ^ 2 + (d₁ + d₂) ^ 2 :=
    Real.sq_sqrt (by positivity)
  set A := √(r ^ 2 + (d₁ - d₂) ^ 2)
  set B := √(r ^ 2 + (d₁ + d₂) ^ 2)
  have iA : A * A⁻¹ = 1 := mul_inv_cancel₀ hA0.ne'
  have iB : B * B⁻¹ = 1 := mul_inv_cancel₀ hB0.ne'
  rw [eq_div_iff (by positivity), div_eq_mul_inv, div_eq_mul_inv]
  -- the squared distances differ by `4 d₁ d₂`
  linear_combination q₁ * q₂ * B * (A + B) * iA - q₁ * q₂ * A * (A + B) * iB
    + q₁ * q₂ * (hB - hA)

/-- At large lateral separation the distance between two points with fixed height difference `h`
approaches the lateral distance in ratio. -/
theorem tendsto_distance_ratio (h : ℝ) :
    Tendsto (fun r : ℝ => √(r ^ 2 + h ^ 2) / r) atTop (𝓝 1) := by
  have h0 : Tendsto (fun r : ℝ => h / r) atTop (𝓝 0) :=
    tendsto_const_nhds.div_atTop tendsto_id
  have h1 : Tendsto (fun r : ℝ => √(1 + (h / r) ^ 2)) atTop (𝓝 (√(1 + 0 ^ 2))) :=
    (tendsto_const_nhds.add (h0.pow 2)).sqrt
  rw [show (1 : ℝ) + 0 ^ 2 = 1 by norm_num, Real.sqrt_one] at h1
  refine h1.congr' ?_
  filter_upwards [eventually_gt_atTop 0] with r hr
  have e : r ^ 2 + h ^ 2 = r ^ 2 * (1 + (h / r) ^ 2) := by
    field_simp
  rw [e, Real.sqrt_mul (sq_nonneg r), Real.sqrt_sq hr.le, mul_div_cancel_left₀ _ hr.ne']

/-- Far apart, two charges above a conductor interact with energy `W` such that `r³ W` tends to
twice the product of `q₁ d₁` and `q₂ d₂`. -/
theorem tendsto_pairEnergy (q₁ q₂ d₁ d₂ : ℝ) :
    Tendsto (fun r : ℝ => r ^ 3 * pairEnergy q₁ q₂ d₁ d₂ r) atTop
      (𝓝 (2 * (q₁ * d₁) * (q₂ * d₂))) := by
  have hA := tendsto_distance_ratio (d₁ - d₂)
  have hB := tendsto_distance_ratio (d₁ + d₂)
  have h := (tendsto_const_nhds (x := 4 * q₁ * q₂ * d₁ * d₂)).div
    ((hA.mul hB).mul (hA.add hB)) (by norm_num)
  rw [show 4 * q₁ * q₂ * d₁ * d₂ / (1 * 1 * (1 + 1)) = 2 * (q₁ * d₁) * (q₂ * d₂) by ring] at h
  refine h.congr' ?_
  filter_upwards [eventually_gt_atTop 0] with r hr
  simp only [Pi.div_apply]
  rw [pairEnergy_eq q₁ q₂ d₁ d₂ hr]
  have hA0 : 0 < √(r ^ 2 + (d₁ - d₂) ^ 2) := Real.sqrt_pos.mpr (by positivity)
  have hB0 : 0 < √(r ^ 2 + (d₁ + d₂) ^ 2) := Real.sqrt_pos.mpr (by positivity)
  generalize √(r ^ 2 + (d₁ - d₂) ^ 2) = A at *
  generalize √(r ^ 2 + (d₁ + d₂) ^ 2) = B at *
  have hAB : A + B ≠ 0 := by positivity
  field_simp

/-- For equal charges at equal heights the interaction energy is
`q² (1/r - 1/√(r² + 4d²))`. -/
theorem pairEnergy_equal (q d : ℝ) {r : ℝ} (hr : 0 < r) :
    pairEnergy q q d d r = q ^ 2 * (1 / r - 1 / √(r ^ 2 + 4 * d ^ 2)) := by
  unfold pairEnergy imagePotential
  rw [show r ^ 2 + (d - d) ^ 2 = r ^ 2 by ring, Real.sqrt_sq hr.le,
    show (d + d) ^ 2 = 4 * d ^ 2 by ring]
  ring

/-- For equal charges `q` at equal heights `d`, the interaction energy times `r³` tends to
`2 (q d)²`. -/
theorem tendsto_equal_charges (q d : ℝ) :
    Tendsto (fun r : ℝ => r ^ 3 * (q ^ 2 * (1 / r - 1 / √(r ^ 2 + 4 * d ^ 2)))) atTop
      (𝓝 (2 * (q * d) ^ 2)) := by
  have h := tendsto_pairEnergy q q d d
  rw [show 2 * (q * d) * (q * d) = 2 * (q * d) ^ 2 by ring] at h
  refine h.congr' ?_
  filter_upwards [eventually_gt_atTop 0] with r hr
  rw [pairEnergy_equal q d hr]

/-- At every separation `r > 0` the interaction energy of two equal nonzero charges `q`, both at
height `d > 0`, lies strictly below the dipole law `2 (q d)² / r³` and strictly above the same law
taken at the distance to the image. -/
theorem pairEnergy_bounds {q d r : ℝ} (hq : q ≠ 0) (hd : 0 < d) (hr : 0 < r) :
    2 * (q * d) ^ 2 / √(r ^ 2 + 4 * d ^ 2) ^ 3 < pairEnergy q q d d r ∧
      pairEnergy q q d d r < 2 * (q * d) ^ 2 / r ^ 3 := by
  have hrB : r < √(r ^ 2 + 4 * d ^ 2) := Real.lt_sqrt_of_sq_lt (by nlinarith [sq_pos_of_pos hd])
  have hW := pairEnergy_eq q q d d hr
  rw [show r ^ 2 + (d - d) ^ 2 = r ^ 2 by ring, Real.sqrt_sq hr.le,
    show (d + d) ^ 2 = 4 * d ^ 2 by ring] at hW
  generalize √(r ^ 2 + 4 * d ^ 2) = B at *
  have hB : 0 < B := hr.trans hrB
  have hgap : 0 < B - r := sub_pos.mpr hrB
  have hW' : pairEnergy q q d d r = 2 * (q * d) ^ 2 / (r * B * (r + B) / 2) := by
    rw [hW, div_div_eq_mul_div]
    ring
  have hp : 0 < 2 * (q * d) ^ 2 := by positivity
  rw [hW']
  -- the denominator lies between the cubes of the two distances
  constructor
  · apply div_lt_div_of_pos_left hp (by positivity)
    nlinarith [mul_pos (mul_pos hB hgap) (show 0 < 2 * B + r by positivity)]
  · apply div_lt_div_of_pos_left hp (by positivity)
    nlinarith [mul_pos (mul_pos hr hgap) (show 0 < B + 2 * r by positivity)]

/-- Two real charge pairs in vacuum, `±q₁` at heights `±d₁` and `±q₂` at heights `±d₂`, have
twice the interaction energy of the charges `q₁` and `q₂` above the conductor. -/
theorem vacuum_pairs_energy (q₁ q₂ d₁ d₂ r : ℝ) :
    q₁ * imagePotential q₂ d₂ r d₁ + (-q₁) * imagePotential q₂ d₂ r (-d₁) =
      2 * pairEnergy q₁ q₂ d₁ d₂ r := by
  rw [imagePotential_neg]
  unfold pairEnergy
  ring

end

end AdsorbateImageRepulsion
```

```lean
#print axioms AdsorbateImageRepulsion.imagePotential_plane
-- 'AdsorbateImageRepulsion.imagePotential_plane' depends on axioms: [propext, Classical.choice, Quot.sound]
#print axioms AdsorbateImageRepulsion.tendsto_equal_charges
-- 'AdsorbateImageRepulsion.tendsto_equal_charges' depends on axioms: [propext, Classical.choice, Quot.sound]
#print axioms AdsorbateImageRepulsion.pairEnergy_bounds
-- 'AdsorbateImageRepulsion.pairEnergy_bounds' depends on axioms: [propext, Classical.choice, Quot.sound]
#print axioms AdsorbateImageRepulsion.vacuum_pairs_energy
-- 'AdsorbateImageRepulsion.vacuum_pairs_energy' depends on axioms: [propext, Classical.choice, Quot.sound]
```

## The limit and the bounds in words

The central theorem is `tendsto_pairEnergy`. It takes charges q₁ and q₂ at heights d₁ and d₂, writes W(r) for their interaction energy, and says

r³ W(r) → 2(q₁d₁)(q₂d₂) as r → ∞.

In Lean, `atTop` stands for r → ∞ and `𝓝` for the neighbourhoods of the limiting value. The theorem `tendsto_equal_charges` is the case q₁ = q₂ = q and d₁ = d₂ = d, with the energy written out as

W(r) = q² (1/r − 1/√(r² + 4d²)).

A limit says nothing about a particular distance, so `pairEnergy_bounds` adds a statement for every r > 0, provided that q ≠ 0 and d > 0:

2(qd)²/(r² + 4d²)^(3/2) < W(r) < 2(qd)²/r³.

The limiting law 2(qd)²/r³, which the docstring calls the dipole law, therefore always overestimates the repulsion of equal charges at equal heights. At r = 10d the excess is about 3 percent, by direct evaluation of W; the two bounds alone guarantee only that it is below 6.1 percent.

## The image charge as a model of the metal

The conductor fills the half-space below the plane z = 0 and is held at zero potential. `imagePotential q d r z` is the potential, at lateral distance r and height z, of a charge q at height d together with an image −q at height −d. Units are Gaussian; in SI units every energy gains the factor 1/(4πε₀).

The image construction is put in as a definition, not derived from the boundary-value problem. What the file does check is the boundary condition: by `imagePotential_plane` the potential vanishes at z = 0.

`pairEnergy` is the first charge times the potential of the second charge and its image. The attraction of each charge to its own image does not depend on r and is left out. The heights are arbitrary real numbers in the general theorems, but the physical reading needs them positive.

The model has fixed point charges, a perfectly sharp conductor surface and vacuum above it. It contains no electrolyte, no penetration of the field into the metal and no change of an adsorbate's charge by its neighbours. Within these restrictions, the result fixes the coefficient of the long-range pair repulsion in a lattice-gas or kinetic Monte Carlo simulation of charged adsorbates.

## From a difference of inverse distances to r⁻³

Let A be the distance from the first charge to the second, and B its distance to the second charge's image:

A = √(r² + (d₁ − d₂)²)

B = √(r² + (d₁ + d₂)²)

The energy is a difference of two terms that are nearly equal at large r:

W = q₁q₂ (1/A − 1/B) = q₁q₂ (B − A)/(AB).

Multiplying numerator and denominator by A + B turns the numerator into a difference of squares, which is exact and simple:

B² − A² = (d₁ + d₂)² − (d₁ − d₂)² = 4d₁d₂.

Hence

W = 4q₁q₂d₁d₂ / (AB(A + B)).

The cancellation is now gone. Multiplying by r³ and giving one factor of r to each length in the denominator yields

r³W = 4q₁q₂d₁d₂ / [(A/r)(B/r)(A/r + B/r)].

For r > 0 we have A/r = √(1 + ((d₁ − d₂)/r)²), which tends to 1, and B/r tends to 1 in the same way. The denominator tends to 1·1·(1 + 1) = 2, and the limit is 2q₁q₂d₁d₂.

For equal charges at equal heights, A = r and B = √(r² + 4d²), so

W = 2(qd)² / (rB(r + B)/2).

If d > 0, then r < B, and the denominator lies strictly between r³ and B³. This gives the two bounds.

## Half the energy of two real dipoles

Now remove the metal and replace the images by real charges: ±q₁ at heights ±d₁ and ±q₂ at heights ±d₂. Write φ₂(z) for the potential of the second pair at the lateral position of the first. It is odd in z, so the interaction energy of the two pairs is

q₁φ₂(d₁) − q₁φ₂(−d₁) = 2q₁φ₂(d₁) = 2W.

This is `vacuum_pairs_energy`. For equal pairs, each has moment p = 2qd, and two parallel dipoles side by side repel as p²/r³ = 4(qd)²/r³. Half of that is 2(qd)²/r³, in agreement with the limit.

A related error comes from the energy of a single charge and its own image, −q²/(4d), which is half the Coulomb energy of two real charges q and −q at distance 2d. Carrying that half over to the image term in W gives q²(1/r − 1/(2√(r² + 4d²))), which decays only as q²/(2r). The general factor ½ in the electrostatic energy is already accounted for: the cross terms are ½[q₁φ₂ + q₂φ₁], where φ₁ and φ₂ are now the potentials of each charge together with its image, taken at the other charge, and the two products are equal.

## How the Lean proof follows the algebra

`imagePotential_neg` proves that the potential is odd: reflection in the plane exchanges the two squared distances. Setting z = 0 then makes the potential equal to its own negative, hence zero.

`pairEnergy_eq` is the single-fraction formula for W. It turns on the tactic `linear_combination`, which proves an equation by adding multiples of known equations and leaving `ring` to check that the two sides then agree. Once the denominator is cleared, the goal reads

q₁(q₂A⁻¹ − q₂B⁻¹) · AB(A + B) = 4q₁q₂d₁d₂.

`ring` alone cannot prove this, because it knows neither that A and B are nonzero nor what their squares are. Four equations supply the missing facts. `iA` and `iB` say that AA⁻¹ = 1 and BB⁻¹ = 1; `hA` and `hB` give A² and B². The multiples of `iA` and `iB` reduce the left side to q₁q₂(B² − A²), and the term `q₁ * q₂ * (hB - hA)` replaces the difference of squares by 4d₁d₂. The coefficients are thus a record of the steps done by hand.

`tendsto_distance_ratio` proves that √(r² + h²)/r tends to 1 for any fixed height difference h. It starts from h/r → 0, passes to the limit under the square root, and then identifies √(1 + (h/r)²) with the required ratio for r > 0.

`tendsto_pairEnergy` uses that lemma with h = d₁ − d₂ and h = d₁ + d₂. The limit laws for products, sums and quotients give 4q₁q₂d₁d₂/2, the quotient law requiring the limit of the denominator to be nonzero. The step `h.congr'` transfers this limit to r³W, since the two functions need only agree for all sufficiently large r. `filter_upwards` restricts attention to r > 0, where `pairEnergy_eq` applies and `field_simp` cancels the powers of r.

`pairEnergy_equal` reduces the general energy to the equal-charge formula, and `tendsto_equal_charges` carries the limit over to it. In `pairEnergy_bounds`, the comparison of denominators rests on two factorisations:

B³ − rB(r + B)/2 = B(B − r)(2B + r)/2

rB(r + B)/2 − r³ = r(B − r)(B + 2r)/2

Both right-hand sides are positive because 0 < r < B. The products handed to `nlinarith` are these expressions without the factor ½.
